# Fermi-damped dispersion for d > 12: one maximum below R₀, one minimum above

When the dispersion attraction of two atoms is damped at short range, at which distances does this term exert no force? Lean's energy function accepts every real $R$, so we choose to count as critical points only the zeros of its derivative at $R>0$. The energy is

$$E(R)=-\frac{C}{R^6\,(1+e^{-d(R/R_0-1)})},$$

where $C>0$ is the strength (usually written $C_6$), $R_0>0$ the damping radius and $d$ the dimensionless steepness.

Pair terms of this form are added to density-functional energies. The results concern one isolated pair term, so its minimum is not a bond length: the step to a real dimer needs the rest of the energy, including the repulsion between the nuclei.

```lean
import Mathlib

namespace FermiDampedDispersion

noncomputable section

/-- The Fermi-damped dispersion energy `-C / (R^6 (1 + exp (-d (R/R0 - 1))))` of a pair at
distance `R`, for `R > 0` and `R0 > 0`. -/
def fermiEnergy (C R0 d R : ℝ) : ℝ :=
  -C / (R ^ 6 * (1 + Real.exp (-d * (R / R0 - 1))))
```

## (a) The slope

Let $x=R/R_0$, $u=e^{-d(x-1)}$ and $h(x)=6e^{d(x-1)}+6-dx$. Show that for $R>0$

$$E'(R)=\frac{C\,u\,h(x)}{R^7(1+u)^2}.$$

**Solution.** Write $E=-C/G$ with $G=R^6(1+u)$. Since $u'=-ud/R_0$,

$$G'=6R^5(1+u)-R^6u\,d/R_0=R^5(6+6u-dxu).$$

As $u\,e^{d(x-1)}=1$, the bracket is $u\,h(x)$. Insert this in $E'=CG'/G^2$.

In Lean $h$ is `forceBalance`. It carries the sign of the slope, so the radial force $-E'$ has the opposite sign. `huv` is the product of exponentials, and `hb` rewrites the bracket.

```lean
/-- The balance between the growth of the bare attraction and its damping, as a function of the
reduced distance `x = R/R0`. -/
def forceBalance (d x : ℝ) : ℝ :=
  6 * Real.exp (d * (x - 1)) + 6 - d * x

/-- The slope of the damped energy at a distance `R > 0`, written with the force balance. -/
theorem hasDerivAt_fermiEnergy (C R0 d : ℝ) {R : ℝ} (hR : 0 < R) :
    HasDerivAt (fermiEnergy C R0 d)
      (C * (Real.exp (-d * (R / R0 - 1)) * forceBalance d (R / R0)) /
        (R ^ 7 * (1 + Real.exp (-d * (R / R0 - 1))) ^ 2)) R := by
  have hu : HasDerivAt (fun r : ℝ => Real.exp (-d * (r / R0 - 1)))
      (Real.exp (-d * (R / R0 - 1)) * (-d * (1 / R0))) R :=
    ((((hasDerivAt_id' R).div_const R0).sub_const 1).const_mul (-d)).exp
  have hG : HasDerivAt (fun r : ℝ => r ^ 6 * (1 + Real.exp (-d * (r / R0 - 1))))
      (6 * R ^ 5 * (1 + Real.exp (-d * (R / R0 - 1))) +
        R ^ 6 * (Real.exp (-d * (R / R0 - 1)) * (-d * (1 / R0)))) R :=
    ((hasDerivAt_pow 6 R).fun_mul (hu.const_add 1)).congr_deriv (by norm_num)
  have hpos := Real.exp_pos (-d * (R / R0 - 1))
  have hE : HasDerivAt (fermiEnergy C R0 d) _ R :=
    (hasDerivAt_const R (-C)).fun_div hG (by positivity)
  refine hE.congr_deriv ?_
  -- the two exponentials are inverse to each other
  have huv : Real.exp (-d * (R / R0 - 1)) * Real.exp (d * (R / R0 - 1)) = 1 := by
    rw [← Real.exp_add, ← Real.exp_zero]
    congr 1
    ring
  have hb : Real.exp (-d * (R / R0 - 1)) * forceBalance d (R / R0) =
      6 + 6 * Real.exp (-d * (R / R0 - 1)) - d * (R / R0) * Real.exp (-d * (R / R0 - 1)) := by
    unfold forceBalance
    linear_combination 6 * huv
  rw [hb]
  generalize Real.exp (-d * (R / R0 - 1)) = u at hpos ⊢
  rw [div_eq_div_iff (by positivity) (by positivity)]
  ring
```

## (b) The sign of the slope

Show that for $C,R>0$ there is a $K>0$ with $E'(R)=K\,h(R/R_0)$.

**Solution.** Take $K=Cu/(R^7(1+u)^2)$, in which every factor is positive; `positivity` checks this.

```lean
/-- For `C > 0` and `R > 0` the slope of the energy is a positive multiple of the force balance. -/
theorem deriv_eq_pos_mul {C R : ℝ} (R0 d : ℝ) (hC : 0 < C) (hR : 0 < R) :
    ∃ K > 0, deriv (fermiEnergy C R0 d) R = K * forceBalance d (R / R0) := by
  refine ⟨C * Real.exp (-d * (R / R0 - 1)) /
    (R ^ 7 * (1 + Real.exp (-d * (R / R0 - 1))) ^ 2), by positivity, ?_⟩
  rw [(hasDerivAt_fermiEnergy C R0 d hR).deriv]
  ring
```

## (c) Where the balance falls and rises

For $d>0$, show that $h$ strictly decreases up to $m=1-\ln 6/d$ and strictly increases from there on.

**Solution.** Let $x<y$ and $t=d(y-x)>0$, and use $e^z>1+z$ for $z\neq0$. If $y\le m$, then $6e^{d(y-1)}\le1$ and

$$h(x)-h(y)=6e^{d(y-1)}(e^{-t}-1)+t>t\,(1-6e^{d(y-1)})\ge0.$$

If $x\ge m$, then $6e^{d(x-1)}\ge1$ and

$$h(y)-h(x)=6e^{d(x-1)}(e^{t}-1)-t>t\,(6e^{d(x-1)}-1)\ge0.$$

The two `nlinarith` calls combine these inequalities.

```lean
/-- For `d > 0` the force balance strictly decreases up to `x = 1 - log 6 / d` and strictly
increases from there on. -/
theorem forceBalance_monotonicity {d : ℝ} (hd : 0 < d) :
    StrictAntiOn (forceBalance d) (Set.Iic (1 - Real.log 6 / d)) ∧
      StrictMonoOn (forceBalance d) (Set.Ici (1 - Real.log 6 / d)) := by
  have hL : d * (Real.log 6 / d) = Real.log 6 := by field_simp
  have h6 : ∀ z : ℝ, 6 * Real.exp z = Real.exp (Real.log 6 + z) := fun z => by
    rw [Real.exp_add, Real.exp_log (by norm_num)]
  constructor
  · intro x _ y hy hxy
    have hy1 : 6 * Real.exp (d * (y - 1)) ≤ 1 := by
      rw [h6, Real.exp_le_one_iff]
      have := mul_le_mul_of_nonneg_left (Set.mem_Iic.1 hy) hd.le
      linarith
    have ht : 0 < d * (y - x) := mul_pos hd (sub_pos.2 hxy)
    have hw := Real.add_one_lt_exp (neg_ne_zero.2 ht.ne')
    have hs : Real.exp (d * (x - 1)) =
        Real.exp (d * (y - 1)) * Real.exp (-(d * (y - x))) := by
      rw [← Real.exp_add]
      congr 1
      ring
    unfold forceBalance
    rw [hs]
    nlinarith [mul_pos (Real.exp_pos (d * (y - 1))) (sub_pos.2 hw),
      mul_nonneg ht.le (sub_nonneg.2 hy1)]
  · intro x hx y _ hxy
    have hx1 : 1 ≤ 6 * Real.exp (d * (x - 1)) := by
      rw [h6]
      apply Real.one_le_exp
      have := mul_le_mul_of_nonneg_left (Set.mem_Ici.1 hx) hd.le
      linarith
    have ht : 0 < d * (y - x) := mul_pos hd (sub_pos.2 hxy)
    have hw := Real.add_one_lt_exp ht.ne'
    have hs : Real.exp (d * (y - 1)) =
        Real.exp (d * (x - 1)) * Real.exp (d * (y - x)) := by
      rw [← Real.exp_add]
      congr 1
      ring
    unfold forceBalance
    rw [hs]
    nlinarith [mul_pos (Real.exp_pos (d * (x - 1))) (sub_pos.2 hw),
      mul_nonneg ht.le (sub_nonneg.2 hx1)]
```

## (d) Two zeros

For $d>7+\ln6$, show that $h(a)=h(b)=0$ for some $0<a<m<b$, with $h<0$ between them and $h>0$ outside.

**Solution.** At the lowest point $h(m)=1+6-d+\ln6<0$. Also $h(0)=6e^{-d}+6>0$ and $h(2)=6e^d+6-2d\ge12+4d>0$, while $0<m<2$. The intermediate value theorem gives a zero on each side of $m$, and (c) fixes the signs.

```lean
/-- For `d > 7 + log 6` the force balance has two zeros, on either side of `1 - log 6 / d`; it is
negative between them and positive outside. -/
theorem forceBalance_sign {d : ℝ} (hd : 7 + Real.log 6 < d) :
    ∃ a b, 0 < a ∧ a < 1 - Real.log 6 / d ∧ 1 - Real.log 6 / d < b ∧
      forceBalance d a = 0 ∧ forceBalance d b = 0 ∧ (∀ x < a, 0 < forceBalance d x) ∧
      (∀ x, a < x → x < b → forceBalance d x < 0) ∧ ∀ x > b, 0 < forceBalance d x := by
  have hlog : 0 < Real.log 6 := Real.log_pos (by norm_num)
  have hd0 : 0 < d := by linarith
  have hL : d * (Real.log 6 / d) = Real.log 6 := by field_simp
  have hq0 : 0 < Real.log 6 / d := div_pos hlog hd0
  have hq1 : Real.log 6 / d < 1 := (div_lt_one hd0).2 (by linarith)
  obtain ⟨anti, mono⟩ := forceBalance_monotonicity hd0
  obtain ⟨m, hm⟩ : ∃ m, m = 1 - Real.log 6 / d := ⟨_, rfl⟩
  rw [← hm] at anti mono ⊢
  have hc : Continuous (forceBalance d) := by
    show Continuous fun x => 6 * Real.exp (d * (x - 1)) + 6 - d * x
    fun_prop
  -- the balance is positive at 0 and at 2, and negative at its minimum
  have h0 : 0 < forceBalance d 0 := by
    unfold forceBalance
    linarith [Real.exp_pos (d * (0 - 1))]
  have h2 : 0 < forceBalance d 2 := by
    unfold forceBalance
    linarith [Real.add_one_le_exp (d * (2 - 1))]
  have hneg : forceBalance d m < 0 := by
    have e : d * (m - 1) = -Real.log 6 := by
      rw [hm]
      linear_combination -hL
    unfold forceBalance
    rw [e, Real.exp_neg, Real.exp_log (by norm_num)]
    linarith
  obtain ⟨a, ⟨ha0, ham⟩, ha⟩ := intermediate_value_Icc' (show (0 : ℝ) ≤ m by linarith)
    hc.continuousOn (show (0 : ℝ) ∈ Set.Icc _ _ from ⟨hneg.le, h0.le⟩)
  obtain ⟨b, ⟨hmb, _⟩, hb⟩ := intermediate_value_Icc (show m ≤ 2 by linarith)
    hc.continuousOn (show (0 : ℝ) ∈ Set.Icc _ _ from ⟨hneg.le, h2.le⟩)
  refine ⟨a, b, ha0.lt_of_ne (fun e => ?_), ham.lt_of_ne (fun e => ?_),
    hmb.lt_of_ne (fun e => ?_), ha, hb, fun x hx => ?_, fun x hax hxb => ?_, fun x hx => ?_⟩
  · rw [← e] at ha
    linarith
  · rw [e] at ha
    linarith
  · rw [← e] at hb
    linarith
  · have := anti (Set.mem_Iic.2 (hx.le.trans ham)) (Set.mem_Iic.2 ham) hx
    linarith
  · rcases le_total x m with h | h
    · have := anti (Set.mem_Iic.2 ham) (Set.mem_Iic.2 h) hax
      linarith
    · have := mono (Set.mem_Ici.2 h) (Set.mem_Ici.2 hmb) hxb
      linarith
  · have := mono (Set.mem_Ici.2 hmb) (Set.mem_Ici.2 (hmb.trans (le_of_lt hx))) hx
    linarith
```

## (e) Two critical points

For $C,R_0>0$ and $d>7+\ln6$, show that $E$ has exactly two critical points, a local maximum $R_{\max}$ and a local minimum $R_{\min}$, with

$$0<R_{\max}<mR_0<R_{\min},\qquad R_0<R_{\min}\iff d>12.$$

**Solution.** By (b) the critical points are $aR_0$ and $bR_0$, and the slope has signs $+,-,+$. The first-derivative test (`isLocalMax_of_deriv_Ioo`, `isLocalMin_of_deriv_Ioo`) classifies them. Since $1>m>a$, we have $b>1$ exactly when $h(1)=12-d$ is negative.

```lean
/-- For `C, R0 > 0` and `d > 7 + log 6` the damped energy has exactly two critical points on
`R > 0`: a local maximum below `(1 - log 6 / d) R0` and a local minimum above it. The minimum lies
above `R0` exactly when `d > 12`. -/
theorem critical_points_of_steep_damping {C R0 d : ℝ} (hC : 0 < C) (hR0 : 0 < R0)
    (hd : 7 + Real.log 6 < d) :
    ∃ Rmax Rmin, 0 < Rmax ∧ Rmax < (1 - Real.log 6 / d) * R0 ∧
      (1 - Real.log 6 / d) * R0 < Rmin ∧
      (∀ R > 0, deriv (fermiEnergy C R0 d) R = 0 ↔ R = Rmax ∨ R = Rmin) ∧
      IsLocalMax (fermiEnergy C R0 d) Rmax ∧ IsLocalMin (fermiEnergy C R0 d) Rmin ∧
      (R0 < Rmin ↔ 12 < d) := by
  obtain ⟨a, b, ha0, ham, hmb, ha, hb, hl, hmid, hr⟩ := forceBalance_sign hd
  have hlog : 0 < Real.log 6 := Real.log_pos (by norm_num)
  have hq : 0 < Real.log 6 / d := div_pos hlog (by linarith)
  have hA : 0 < a * R0 := mul_pos ha0 hR0
  have hAB : a * R0 < b * R0 := mul_lt_mul_of_pos_right (ham.trans hmb) hR0
  have hdiff : ∀ R > 0, DifferentiableAt ℝ (fermiEnergy C R0 d) R :=
    fun R hR => (hasDerivAt_fermiEnergy C R0 d hR).differentiableAt
  have hup : ∀ R > 0, 0 < forceBalance d (R / R0) → 0 ≤ deriv (fermiEnergy C R0 d) R := by
    intro R hR h
    obtain ⟨K, hK, e⟩ := deriv_eq_pos_mul R0 d hC hR
    rw [e]
    exact (mul_pos hK h).le
  have hdown : ∀ R ∈ Set.Ioo (a * R0) (b * R0), deriv (fermiEnergy C R0 d) R ≤ 0 := by
    intro R hR
    obtain ⟨K, hK, e⟩ := deriv_eq_pos_mul R0 d hC (hA.trans hR.1)
    rw [e]
    exact (mul_neg_of_pos_of_neg hK
      (hmid _ ((lt_div_iff₀ hR0).2 hR.1) ((div_lt_iff₀ hR0).2 hR.2))).le
  refine ⟨a * R0, b * R0, hA, mul_lt_mul_of_pos_right ham hR0,
    mul_lt_mul_of_pos_right hmb hR0, fun R hR => ?_, ?_, ?_, ?_⟩
  · obtain ⟨K, hK, e⟩ := deriv_eq_pos_mul R0 d hC hR
    have e1 : R = a * R0 ↔ R / R0 = a := (div_eq_iff hR0.ne').symm
    have e2 : R = b * R0 ↔ R / R0 = b := (div_eq_iff hR0.ne').symm
    rw [e, mul_eq_zero, or_iff_right hK.ne', e1, e2]
    constructor
    · intro h
      rcases lt_trichotomy (R / R0) a with h1 | h1 | h1
      · exact absurd h (hl _ h1).ne'
      · exact Or.inl h1
      · rcases lt_trichotomy (R / R0) b with h2 | h2 | h2
        · exact absurd h (hmid _ h1 h2).ne
        · exact Or.inr h2
        · exact absurd h (hr _ h2).ne'
    · rintro (h | h) <;> rw [h] <;> assumption
  -- first-derivative test at both points
  · exact isLocalMax_of_deriv_Ioo hA hAB (hdiff _ hA).continuousAt
      (fun R hR => (hdiff R hR.1).differentiableWithinAt)
      (fun R hR => (hdiff R (hA.trans hR.1)).differentiableWithinAt)
      (fun R hR => hup R hR.1 (hl _ ((div_lt_iff₀ hR0).2 hR.2))) hdown
  · exact isLocalMin_of_deriv_Ioo hAB (lt_add_one (b * R0))
      (hdiff _ (hA.trans hAB)).continuousAt
      (fun R hR => (hdiff R (hA.trans hR.1)).differentiableWithinAt)
      (fun R hR => (hdiff R ((hA.trans hAB).trans hR.1)).differentiableWithinAt) hdown
      (fun R hR => hup R ((hA.trans hAB).trans hR.1) (hr _ ((lt_div_iff₀ hR0).2 hR.1)))
  -- at R0 itself the force balance equals 12 - d
  · have h1 : forceBalance d 1 = 12 - d := by
      unfold forceBalance
      rw [sub_self, mul_zero, Real.exp_zero]
      ring
    constructor
    · intro h
      have hb1 : 1 < b := by
        by_contra hn
        nlinarith [mul_nonneg (sub_nonneg.2 (not_lt.1 hn)) hR0.le]
      have := hmid 1 (by linarith) hb1
      linarith
    · intro h
      have hb1 : 1 < b := by
        rcases lt_trichotomy b 1 with h2 | h2 | h2
        · have := hr 1 h2
          linarith
        · rw [h2] at hb
          linarith
        · exact h2
      nlinarith [mul_pos (sub_pos.2 hb1) hR0]
```

## (f) Either side of the damping radius

For $C,R_0>0$ and $d>12$, show that the two critical points satisfy $R_{\max}<R_0<R_{\min}$.

**Solution.** From $\ln6\le6-1$ we get $7+\ln6\le12<d$, so (e) applies. It gives $R_{\max}<mR_0<R_0$ and $R_{\min}>R_0$.

In Lean, "exactly two" is the equivalence `R = Rmax ∨ R = Rmin` together with the strict ordering.

```lean
/-- For `C, R0 > 0` and `d > 12` the Fermi-damped energy has exactly two critical points on
`R > 0`: a local maximum below `R0` and a local minimum above `R0`. -/
theorem maximum_below_minimum_above {C R0 d : ℝ} (hC : 0 < C) (hR0 : 0 < R0) (hd : 12 < d) :
    ∃ Rmax Rmin, 0 < Rmax ∧ Rmax < R0 ∧ R0 < Rmin ∧
      (∀ R > 0, deriv (fermiEnergy C R0 d) R = 0 ↔ R = Rmax ∨ R = Rmin) ∧
      IsLocalMax (fermiEnergy C R0 d) Rmax ∧ IsLocalMin (fermiEnergy C R0 d) Rmin := by
  have hlog : 0 < Real.log 6 := Real.log_pos (by norm_num)
  have hlog5 : Real.log 6 ≤ 6 - 1 := Real.log_le_sub_one_of_pos (by norm_num)
  obtain ⟨A, B, hA, hAm, _, hcrit, hmax, hmin, hB⟩ :=
    critical_points_of_steep_damping hC hR0 (show 7 + Real.log 6 < d by linarith)
  have hq : 0 < Real.log 6 / d * R0 := mul_pos (div_pos hlog (by linarith)) hR0
  exact ⟨A, B, hA, by linarith, hB.2 hd, hcrit, hmax, hmin⟩
```

## (g) Soft damping

For $C>0$ and $d<7+\ln6$, show that $E'(R)>0$ for every $R>0$.

**Solution.** Apply $e^z\ge1+z$ at $z=\ln6+d(x-1)$:

$$h(x)\ge1+\ln6+d(x-1)+6-dx=7+\ln6-d>0.$$

Then use (b).

```lean
/-- For `C > 0` and `d < 7 + log 6` the damped energy has a positive slope at every distance
`R > 0`. -/
theorem slope_pos_of_soft_damping {C d R : ℝ} (R0 : ℝ) (hC : 0 < C)
    (hd : d < 7 + Real.log 6) (hR : 0 < R) : 0 < deriv (fermiEnergy C R0 d) R := by
  obtain ⟨K, hK, e⟩ := deriv_eq_pos_mul R0 d hC hR
  rw [e]
  refine mul_pos hK ?_
  -- the exponential lies above its tangent of slope one
  have h := Real.add_one_le_exp (Real.log 6 + d * (R / R0 - 1))
  rw [Real.exp_add, Real.exp_log (by norm_num)] at h
  unfold forceBalance
  linarith

end

end FermiDampedDispersion
```

The limiting case $d=7+\ln6$ falls between (e) and (g). There $h$ touches zero only at $m$, so a short calculation gives a single critical point, at $mR_0$: a horizontal inflection.

```lean
#print axioms FermiDampedDispersion.maximum_below_minimum_above
-- 'FermiDampedDispersion.maximum_below_minimum_above' depends on axioms: [propext, Classical.choice, Quot.sound]
#print axioms FermiDampedDispersion.slope_pos_of_soft_damping
-- 'FermiDampedDispersion.slope_pos_of_soft_damping' depends on axioms: [propext, Classical.choice, Quot.sound]
```
